# Lagrange charge assignment on p distinct nodes of a line preserves the moments of a point charge below order p

Split a charge q at x = 0.3 equally between mesh nodes at 0 and 1. The total charge is right, but the dipole moment is 0.5 q instead of 0.3 q, so the mesh charges have the wrong energy in a uniform field. If the split stays equal while the particle moves within the cell, that energy does not change at all, and a force computed as its negative derivative is zero.

Lagrange weights cure this up to an order set by the number of nodes. Particle-mesh methods for electrostatics put charges on a mesh before solving for the potential; the problems below treat that step for one point charge on a line with a fixed set of nodes. They do not cover the solver, three-dimensional meshes, or the change of nodes as a particle moves from cell to cell.

## Nodes, moments and weights

The nodes are real positions xᵢ, written `node i`, with i in a finite index type `ι`. Their number p is `Fintype.card ι`. They need not be evenly spaced, and x need not lie between them.

```lean
import Mathlib

open Polynomial

namespace LagrangeChargeAssignment

noncomputable section

variable {ι : Type*} [Fintype ι]
```

Charges Qᵢ on the nodes have the moment of order k

Mₖ = ∑ᵢ Qᵢ xᵢ^k,

taken about the origin. Order 0 is the total charge, with 0^0 = 1.

```lean
/-- The moment of order `k` of charges `Q i` sitting on the mesh nodes. -/
def meshMoment (node Q : ι → ℝ) (k : ℕ) : ℝ :=
  ∑ i, Q i * node i ^ k
```

The weight of node i for a particle at x is

wᵢ(x) = ∏ over j ≠ i of (x − xⱼ)/(xᵢ − xⱼ).

Lean sets division by zero to zero, so the definition also accepts coinciding nodes; distinctness enters as a hypothesis of the theorems that need it.

```lean
variable [DecidableEq ι]

/-- The Lagrange weight of node `i` for a particle at `x`; it is meant for pairwise distinct nodes.
-/
def lagrangeWeight (node : ι → ℝ) (x : ℝ) (i : ι) : ℝ :=
  ∏ j ∈ Finset.univ.erase i, (x - node j) / (node i - node j)
```

Node i receives the charge q wᵢ(x).

```lean
/-- The charge that node `i` receives from a point charge `q` at `x`, for pairwise
distinct nodes. -/
def assignedCharge (node : ι → ℝ) (q x : ℝ) (i : ι) : ℝ :=
  q * lagrangeWeight node x i
```

## (a) The weight as a polynomial in the particle position

Let lᵢ be the Lagrange basis polynomial, the product over j ≠ i of the factors (xᵢ − xⱼ)⁻¹ (y − xⱼ) in the variable y. Show that

wᵢ(x) = lᵢ(x).

Set y = x. Each factor becomes (xᵢ − xⱼ)⁻¹ (x − xⱼ), which is the quotient (x − xⱼ)/(xᵢ − xⱼ) in wᵢ(x). The products agree factor by factor.

```lean
/-- The weight of a node is the value of its Lagrange basis polynomial at the particle. -/
theorem lagrangeWeight_eq_eval (node : ι → ℝ) (x : ℝ) (i : ι) :
    lagrangeWeight node x i = (Lagrange.basis Finset.univ node i).eval x := by
  rw [lagrangeWeight, Lagrange.basis, eval_prod]
  refine Finset.prod_congr rfl fun j _ => ?_
  simp only [Lagrange.basisDivisor, eval_mul, eval_C, eval_sub, eval_X]
  rw [div_eq_inv_mul]
```

`Lagrange.basis` is Mathlib's polynomial lᵢ, and `eval x` inserts the position. The proof moves the evaluation inside the product and compares factors, as above. This link gives the later parts access to Mathlib's interpolation theorems.

## (b) Energy in a polynomial potential

Let the nodes be distinct and let P be an external potential that is a polynomial of degree below p. Show that the mesh charges have the energy of the point charge:

∑ᵢ q wᵢ(x) P(xᵢ) = q P(x).

On the nodes, lᵢ(xᵢ) = 1 and lᵢ(xⱼ) = 0 for j ≠ i. The polynomial

R(y) = P(y) − ∑ᵢ P(xᵢ) lᵢ(y)

therefore vanishes at all p nodes. Its degree is below p, so it is zero. Setting y = x, multiplying by q and using (a) gives the claim. For p = 0 only P = 0 is admitted, and both sides vanish.

```lean
/-- On distinct nodes, the assigned charges have the same energy as the point charge in
every polynomial potential of degree below the number of nodes. -/
theorem energy_exact {node : ι → ℝ} (hnode : Function.Injective node) (q x : ℝ)
    (P : ℝ[X]) (hP : P.degree < Fintype.card ι) :
    ∑ i, assignedCharge node q x i * P.eval (node i) = q * P.eval x := by
  -- the potential equals, as a polynomial, its interpolant through the mesh nodes
  have h := congrArg (eval x)
    (Lagrange.eq_interpolate (s := Finset.univ) (v := node) hnode.injOn hP)
  rw [Lagrange.interpolate_apply, eval_finsetSum] at h
  rw [h, Finset.mul_sum]
  refine Finset.sum_congr rfl fun i _ => ?_
  rw [assignedCharge, lagrangeWeight_eq_eval, eval_mul, eval_C]
  ring
```

Here `hnode` says that different indices have different positions, and `hP` bounds the degree. `Lagrange.eq_interpolate` supplies the statement R = 0; the remaining lines evaluate it at x and match the sums term by term.

Distinctness matters. Take p = 2 with both nodes at 0, and q = 1 at x = 1. Any charges on these nodes have dipole moment 0, while the point charge has dipole moment 1, so the energies already differ for P(y) = y.

## (c) The moments up to order p

For distinct nodes, show that the assigned charges have

Mₖ = q x^k for every k < p,

M_p = q x^p − q ∏ⱼ (x − xⱼ).

For k < p, put P(y) = y^k into (b).

For order p, the same substitution with y^p would give q x^p, which is wrong in general: y^p has degree p, and (b) does not apply to it. Use instead

P(y) = y^p − ∏ⱼ (y − xⱼ).

Both terms are monic of degree p, so their difference has degree below p. At each node the product vanishes, so P(xᵢ) = xᵢ^p. Part (b) now gives

M_p = ∑ᵢ q wᵢ(x) P(xᵢ) = q P(x) = q x^p − q ∏ⱼ (x − xⱼ).

For p = 0 the empty product is 1, and the second formula reads 0 = q − q.

```lean
/-- Lagrange charge assignment on `p` distinct nodes reproduces all moments of order below
`p` of a point charge, and the moment of order `p` is off by `-q ∏ (x - x_j)`. -/
theorem moments_of_assignedCharge {node : ι → ℝ} (hnode : Function.Injective node)
    (q x : ℝ) :
    (∀ k < Fintype.card ι, meshMoment node (assignedCharge node q x) k = q * x ^ k) ∧
    meshMoment node (assignedCharge node q x) (Fintype.card ι) =
      q * x ^ Fintype.card ι - q * ∏ j, (x - node j) := by
  constructor
  · intro k hk
    have h := energy_exact hnode q x (X ^ k) (by
      rw [degree_X_pow]
      exact_mod_cast hk)
    simpa only [meshMoment, eval_pow, eval_X] using h
  · -- subtracting the nodal polynomial lowers the degree and changes nothing on the mesh
    have hdeg : (X ^ Fintype.card ι - Lagrange.nodal Finset.univ node : ℝ[X]).degree
        < Fintype.card ι := by
      have h := degree_sub_lt_left (p := (X ^ Fintype.card ι : ℝ[X]))
        (q := Lagrange.nodal Finset.univ node)
        (by rw [degree_X_pow, Lagrange.degree_nodal, Finset.card_univ])
        (monic_X_pow _).ne_zero
        (by rw [(monic_X_pow _).leadingCoeff, Lagrange.nodal_monic.leadingCoeff])
      rwa [degree_X_pow] at h
    have h := energy_exact hnode q x _ hdeg
    simp only [eval_sub, eval_pow, eval_X, Lagrange.eval_nodal] at h
    have hzero : ∀ i, ∏ j, (node i - node j) = 0 := fun i =>
      Finset.prod_eq_zero (Finset.mem_univ i) (sub_self _)
    simp only [hzero, sub_zero] at h
    rw [meshMoment, h]
    ring
```

The theorem joins the two claims with `∧`. In its second half, `Lagrange.nodal` is the product ∏ⱼ (y − xⱼ), `hdeg` records the cancellation of the leading terms, and `hzero` says that the product vanishes on the mesh.

## (d) When the moment of order p is exact as well

For distinct nodes, show that

M_p = q x^p if and only if q = 0 or x = xⱼ for some j.

By (c), the equality holds exactly when q ∏ⱼ (x − xⱼ) = 0. A finite product of real numbers is zero exactly when one of its factors is, so either q = 0 or some x − xⱼ = 0.

```lean
/-- On `p` distinct nodes, the moment of order `p` is also reproduced exactly when the
charge vanishes or sits on a node. -/
theorem next_moment_exact_iff {node : ι → ℝ} (hnode : Function.Injective node) (q x : ℝ) :
    meshMoment node (assignedCharge node q x) (Fintype.card ι) = q * x ^ Fintype.card ι ↔
      q = 0 ∨ ∃ j, x = node j := by
  rw [(moments_of_assignedCharge hnode q x).2, sub_eq_self, mul_eq_zero,
    Finset.prod_eq_zero_iff]
  simp only [Finset.mem_univ, true_and, sub_eq_zero]
```

The rewriting steps follow this argument: insert the error from (c), then split the vanishing product into its factors.

## (e) Uniqueness of the charges

Suppose that charges Qᵢ on p distinct nodes satisfy Mₖ = q x^k for every k < p. Show that

Qᵢ = q wᵢ(x) for every i.

Fix i and expand lᵢ(y) = ∑ₖ cₖ y^k. The degree of lᵢ is p − 1, so only orders k < p occur. Then

∑ⱼ Qⱼ lᵢ(xⱼ) = ∑ₖ cₖ Mₖ = q ∑ₖ cₖ x^k = q lᵢ(x).

On the left, lᵢ(xⱼ) is 1 for j = i and 0 otherwise, so only Qᵢ remains. With (a), Qᵢ = q wᵢ(x).

```lean
/-- Charges on `p` distinct nodes that reproduce all moments of order below `p` of a point
charge are the Lagrange charges. -/
theorem assignedCharge_unique {node : ι → ℝ} (hnode : Function.Injective node) (q x : ℝ)
    (Q : ι → ℝ) (hQ : ∀ k < Fintype.card ι, meshMoment node Q k = q * x ^ k) :
    Q = assignedCharge node q x := by
  funext i
  obtain ⟨P, hP⟩ : ∃ P, P = Lagrange.basis Finset.univ node i := ⟨_, rfl⟩
  have hdeg : P.natDegree < Fintype.card ι := by
    rw [hP, natDegree_eq_of_degree_eq_some
      (Lagrange.degree_basis hnode.injOn (Finset.mem_univ i)), Finset.card_univ]
    have hpos : 0 < Fintype.card ι := Fintype.card_pos_iff.mpr ⟨i⟩
    omega
  -- equal moments give equal energies in the potential `P`
  have hsum : ∑ j, Q j * P.eval (node j) = q * P.eval x := by
    simp only [eval_eq_sum_range' hdeg, Finset.mul_sum]
    rw [Finset.sum_comm]
    refine Finset.sum_congr rfl fun k hk => ?_
    calc ∑ j, Q j * (P.coeff k * node j ^ k) = P.coeff k * meshMoment node Q k := by
          rw [meshMoment, Finset.mul_sum]
          exact Finset.sum_congr rfl fun j _ => by ring
      _ = q * (P.coeff k * x ^ k) := by
          rw [hQ k (Finset.mem_range.mp hk)]
          ring
  -- the basis polynomial singles out the charge on node `i`
  have hsingle : ∑ j, Q j * P.eval (node j) = Q i * P.eval (node i) := by
    refine Finset.sum_eq_single i (fun j _ hj => ?_) (fun h => absurd (Finset.mem_univ i) h)
    rw [hP, Lagrange.eval_basis_of_ne hj.symm (Finset.mem_univ j), mul_zero]
  rw [hsingle, hP, Lagrange.eval_basis_self hnode.injOn (Finset.mem_univ i), mul_one] at hsum
  rw [hsum, assignedCharge, lagrangeWeight_eq_eval]
```

The charges `Q` are arbitrary real numbers, and `hQ` is the assumption on their moments. In the proof, `P` is lᵢ, `hsum` is the displayed chain of equalities and `hsingle` picks out the charge on node i. A rule on the same p nodes with other weights, for instance one chosen for smoothness, must therefore miss at least one moment below order p whenever its charges differ from these.

## (f) Cloud-in-cell assignment on two nodes

Cloud-in-cell assignment shares the charge linearly between the two neighbouring nodes that enclose the particle. The formulas below hold for every x, but only for x between the nodes are they cloud-in-cell; outside, one weight is negative. Let the nodes be x₀ = a and x₁ = a + h with h ≠ 0. Show that the assigned charges and their second moment are

Q₀ = q (1 − (x − a)/h),

Q₁ = q (x − a)/h,

M₂ = q x² + q (x − a)(a + h − x).

Each weight has a single factor:

w₀(x) = (x − a − h)/(−h) = 1 − (x − a)/h,

w₁(x) = (x − a)/h.

Multiplying by q gives the two charges. For the second moment, collect the terms in a²:

M₂ = q a² + q ((x − a)/h)(2ah + h²) = q a² + q (x − a)(2a + h).

Subtracting q x² = q a² + q (x − a)(x + a) leaves

M₂ − q x² = q (x − a)(a + h − x).

This agrees with (c), since −(x − a)(x − a − h) = (x − a)(a + h − x). For a positive charge strictly between the nodes the error is positive: the spread charge has too large a second moment.

```lean
/-- Cloud-in-cell assignment: on two nodes `a` and `a + h` with `h ≠ 0` the charges are
`q (1 - (x - a) / h)` and `q (x - a) / h`, and the second moment is off by `q (x - a) (a + h - x)`.
-/
theorem cloud_in_cell (a h q x : ℝ) (hh : h ≠ 0) :
    assignedCharge ![a, a + h] q x 0 = q * (1 - (x - a) / h) ∧
    assignedCharge ![a, a + h] q x 1 = q * ((x - a) / h) ∧
    meshMoment ![a, a + h] (assignedCharge ![a, a + h] q x) 2 =
      q * x ^ 2 + q * ((x - a) * (a + h - x)) := by
  have e0 : Finset.univ.erase (0 : Fin 2) = {1} := by decide
  have e1 : Finset.univ.erase (1 : Fin 2) = {0} := by decide
  have ht : (x - a) / h * h = x - a := div_mul_cancel₀ _ hh
  have h0 : assignedCharge ![a, a + h] q x 0 = q * (1 - (x - a) / h) := by
    rw [assignedCharge, lagrangeWeight, e0, Finset.prod_singleton]
    change q * ((x - (a + h)) / (a - (a + h))) = _
    have hw : (x - (a + h)) / (a - (a + h)) = 1 - (x - a) / h := by
      rw [show a - (a + h) = -h by ring, div_eq_iff (neg_ne_zero.mpr hh)]
      linear_combination (-1 : ℝ) * ht
    rw [hw]
  have h1 : assignedCharge ![a, a + h] q x 1 = q * ((x - a) / h) := by
    rw [assignedCharge, lagrangeWeight, e1, Finset.prod_singleton]
    change q * ((x - a) / (a + h - a)) = _
    rw [show a + h - a = h by ring]
  refine ⟨h0, h1, ?_⟩
  rw [meshMoment, Fin.sum_univ_two, h0, h1]
  change q * (1 - (x - a) / h) * a ^ 2 + q * ((x - a) / h) * (a + h) ^ 2 = _
  linear_combination q * (2 * a + h) * ht

end

end LagrangeChargeAssignment
```

The list `![a, a + h]` holds the two nodes, with indices 0 and 1. The hypothesis `hh` keeps them apart. The proof calculates directly instead of calling (c): `h0` and `h1` are the two charges, and the last `linear_combination` is the algebra for M₂, with `ht` clearing the division by h.

```lean
#print axioms LagrangeChargeAssignment.moments_of_assignedCharge
-- 'LagrangeChargeAssignment.moments_of_assignedCharge' depends on axioms: [propext, Classical.choice, Quot.sound]
#print axioms LagrangeChargeAssignment.next_moment_exact_iff
-- 'LagrangeChargeAssignment.next_moment_exact_iff' depends on axioms: [propext, Classical.choice, Quot.sound]
#print axioms LagrangeChargeAssignment.assignedCharge_unique
-- 'LagrangeChargeAssignment.assignedCharge_unique' depends on axioms: [propext, Classical.choice, Quot.sound]
#print axioms LagrangeChargeAssignment.cloud_in_cell
-- 'LagrangeChargeAssignment.cloud_in_cell' depends on axioms: [propext, Classical.choice, Quot.sound]
```
